# Diagonal interatomic cumulant elements of the two-electron covalent singlet: 1/4 for opposite spins, −1/4 for parallel spins

Two electrons occupy two atoms, a and b, with one spatial orbital each, in the normalised covalent singlet, and the spin orbitals are taken as orthonormal. The theorem `singlet_spin_resolved` concerns the two-particle cumulant, which is the two-particle matrix (normalised to the two ordered electron pairs) minus the antisymmetrised product of one-particle matrices. It states that the diagonal element for spin σ on a and spin τ on b is −1/4 if the spins are equal and 1/4 if they differ. The proof splits into the four spin combinations, has `simp` unfold the definitions and insert the earlier result that the one-particle matrix is half the identity, and leaves the remaining arithmetic to `norm_num`.

The failing Lean file:

```lean
import Mathlib

open ComplexConjugate

namespace SingletSpinResolved

noncomputable section

/-- A spin orbital: the atom (0 is a, 1 is b) and the spin (0 is up, 1 is down). -/
abbrev SpinOrb := Fin 2 × Fin 2

/-- The spin orbital a-up. -/
abbrev aUp : SpinOrb := (0, 0)

/-- The spin orbital a-down. -/
abbrev aDn : SpinOrb := (0, 1)

/-- The spin orbital b-up. -/
abbrev bUp : SpinOrb := (1, 0)

/-- The spin orbital b-down. -/
abbrev bDn : SpinOrb := (1, 1)

/-- The one-particle matrix of a two-electron wavefunction, with trace two for a
normalised state. -/
def oneRDM {ι : Type*} [Fintype ι] (Ψ : ι → ι → ℂ) : Matrix ι ι ℂ :=
  fun p r => 2 * ∑ q, conj (Ψ p q) * Ψ r q

/-- The two-particle matrix of a two-electron wavefunction, normalised to the number
of ordered electron pairs. -/
def twoRDM {ι : Type*} (Ψ : ι → ι → ℂ) (p q r s : ι) : ℂ :=
  2 * (conj (Ψ p q) * Ψ r s)

/-- The two-particle cumulant: the two-particle matrix minus the antisymmetrised product
of one-particle matrices. -/
def cumulant {ι : Type*} [Fintype ι] (Ψ : ι → ι → ℂ) (p q r s : ι) : ℂ :=
  twoRDM Ψ p q r s - oneRDM Ψ p r * oneRDM Ψ q s + oneRDM Ψ p s * oneRDM Ψ q r

/-- The normalisation factor 1/√2. -/
def nrm : ℂ := (((√2)⁻¹ : ℝ) : ℂ)

/-- The antisymmetrised product of two spin orbitals, before normalisation. -/
def antisym (x y p q : SpinOrb) : ℂ :=
  (if p = x ∧ q = y then 1 else 0) - (if p = y ∧ q = x then 1 else 0)

/-- The Slater determinant of the spin orbitals x and y, normalised when they differ. -/
def slater (x y p q : SpinOrb) : ℂ := nrm * antisym x y p q

/-- The covalent singlet (a-up b-down minus a-down b-up)/√2. -/
def singlet (p q : SpinOrb) : ℂ := nrm * (slater aUp bDn p q - slater aDn bUp p q)

/-- The factor 1/√2 squares to one half. -/
theorem nrm_sq : nrm ^ 2 = 1 / 2 := by
  have h : ((√2)⁻¹ : ℝ) ^ 2 = 1 / 2 := by
    rw [inv_pow, Real.sq_sqrt (by norm_num)]
    norm_num
  unfold nrm
  rw [← Complex.ofReal_pow, h]
  norm_num

/-- The number 2 is its own complex conjugate. -/
theorem conj_two : conj (2 : ℂ) = 2 := Complex.ext (by simp) (by simp)

/-- In the singlet the two normalisation factors combine to one half. -/
theorem singlet_apply (p q : SpinOrb) :
    singlet p q = 1 / 2 * (antisym aUp bDn p q - antisym aDn bUp p q) := by
  unfold singlet slater
  linear_combination (antisym aUp bDn p q - antisym aDn bUp p q) * nrm_sq

/-- The one-particle matrix of the covalent singlet is half the identity. -/
theorem oneRDM_singlet : oneRDM singlet = (1 / 2 : ℂ) • (1 : Matrix SpinOrb SpinOrb ℂ) := by
  ext ⟨i, s⟩ ⟨j, t⟩
  fin_cases i <;> fin_cases s <;> fin_cases j <;> fin_cases t <;>
    simp [oneRDM, conj_two, singlet_apply, antisym]

/-- The diagonal interatomic cumulant elements of the covalent singlet are 1/4 for opposite spins
and -1/4 for parallel spins. -/
theorem singlet_spin_resolved (σ τ : Fin 2) :
    cumulant singlet (0, σ) (1, τ) (0, σ) (1, τ) = if σ = τ then -1 / 4 else 1 / 4 := by
  fin_cases σ <;> fin_cases τ <;>
    simp [cumulant, oneRDM_singlet, twoRDM, singlet_apply, antisym, Matrix.one_apply] <;>
    norm_num

end

end SingletSpinResolved
```

Messages:

```
Main.lean:79:86: error: unsolved goals
case «0».«1»
⊢ 2 * (((starRingEnd ℂ) 2)⁻¹ * (1 / 2)) - 1 / 4 = 1 / 4

case «1».«0»
⊢ 2 * (((starRingEnd ℂ) 2)⁻¹ * (1 / 2)) - 1 / 4 = 1 / 4
Main.lean:81:68: warning: This simp argument is unused:
  Matrix.one_apply

Hint: Omit it from the simp argument list.
  [apply] simp [cumulant, oneRDM_singlet, twoRDM, singlet_apply, antisym]

Note: This linter can be disabled with `set_option linter.unusedSimpArgs false`
```

Cause. The error reports two unsolved goals, both for opposite spins. There the wavefunction has an amplitude of size 1/2, and the two-particle matrix multiplies it by its complex conjugate. The conjugate of 1/2 ends up as `((starRingEnd ℂ) 2)⁻¹`, the inverse of the conjugate of 2. Neither `simp` with the lemmas it was given nor `norm_num` replaced that conjugate by 2, so the arithmetic could not be finished. For parallel spins the amplitude is zero, so the problem does not arise.

The missing fact is already in the file as `conj_two`, and the proof of `oneRDM_singlet` uses it. Adding it to the `simp` call turns the left side into 2 · (1/2 · 1/2) − 1/4, which is 1/4 as required.

The warning says only that `Matrix.one_apply` was not used by `simp`. Removing it is tidying and plays no part in the cure.

Lean accepts the file once it reads:

```diff
@@ -79,5 +79,5 @@
     cumulant singlet (0, σ) (1, τ) (0, σ) (1, τ) = if σ = τ then -1 / 4 else 1 / 4 := by
   fin_cases σ <;> fin_cases τ <;>
-    simp [cumulant, oneRDM_singlet, twoRDM, singlet_apply, antisym, Matrix.one_apply] <;>
+    simp [cumulant, conj_two, oneRDM_singlet, twoRDM, singlet_apply, antisym] <;>
     norm_num
 
```
